# For distinct fermionic modes, a product of number operators equals its normal-ordered string

To put a Hubbard term $U n_\uparrow n_\downarrow$ into a code that takes two-body operators in normal order, I replace $n_\uparrow n_\downarrow$ by $a_\uparrow^\dagger a_\downarrow^\dagger a_\downarrow a_\uparrow$. I use the same replacement for longer products:

$$n_{i_1}\cdots n_{i_k}=a_{i_1}^\dagger\cdots a_{i_k}^\dagger\,a_{i_k}\cdots a_{i_1},\qquad n_i=a_i^\dagger a_i,$$

with all indices distinct. Does this follow from the anticommutation relations alone, for every $k$? I would like to see a full proof, with the signs checked by Lean.

## Moving an annihilator past the other modes

Yes. The relations are $\{a_i,a_j\}=0$, $\{a_i^\dagger,a_j^\dagger\}=0$ and $\{a_i,a_j^\dagger\}=\delta_{ij}$. The first and third give

$$n_j a_i=a_j^\dagger a_j a_i=-a_j^\dagger a_i a_j=-(\delta_{ij}-a_i a_j^\dagger)a_j=a_i n_j-\delta_{ij}a_j .$$

So $a_i$ commutes with $n_j$ whenever $j\neq i$.

Write $S(l)$ for the normal-ordered string of a list $l$. For the empty list, both sides of the claim are $1$. Putting a mode $i$ in front of a list $t$ gives $S(i,t)=a_i^\dagger S(t)\,a_i$. If the claim holds for $t$ and $i$ is not in $t$, then

$$S(i,t)=a_i^\dagger\Big(\prod_{j\in t}n_j\Big)a_i=a_i^\dagger a_i\prod_{j\in t}n_j=n_i\prod_{j\in t}n_j .$$

With a repeated mode, the creators can be anticommuted until two equal ones are adjacent. Since $2(a_i^\dagger)^2=0$, the string vanishes if the ring has no 2-torsion, that is, if $x+x=0$ forces $x=0$.

For finitely many modes, let $N=\sum_j n_j$. Summing the first identity over $j$ gives $Na_i=a_i(N-1)$. Let $F_k$ be the sum of the strings over all $k$-tuples, so $F_0=1$. If $F_k=N(N-1)\cdots(N-k+1)$, then

$$F_{k+1}=\sum_i a_i^\dagger F_k a_i=\sum_i a_i^\dagger a_i\,(N-1)\cdots(N-k)=N(N-1)\cdots(N-k).$$

In particular, $\sum_{i,j}a_i^\dagger a_j^\dagger a_j a_i=N(N-1)$.

```lean
import Mathlib

open Matrix

namespace NumberOperatorStrings

variable {ι R : Type*} [DecidableEq ι] [Ring R]

/-- The canonical anticommutation relations for annihilators `a i` and creators `ad i`. -/
structure CAR (a ad : ι → R) : Prop where
  ann : ∀ i j, a i * a j + a j * a i = 0
  cre : ∀ i j, ad i * ad j + ad j * ad i = 0
  mixed : ∀ i j, a i * ad j + ad j * a i = if i = j then 1 else 0

/-- The number operator of mode `i`, creator times annihilator. -/
def numberOp (a ad : ι → R) (i : ι) : R := ad i * a i

/-- The normal-ordered string of a list of modes: the creators in the order of the list,
then the annihilators in the reverse order. -/
def normalString (a ad : ι → R) (l : List ι) : R :=
  (l.map ad).prod * (l.reverse.map a).prod

/-- The total number operator of finitely many modes. -/
def totalNumber [Fintype ι] (a ad : ι → R) : R := ∑ i, numberOp a ad i

omit [DecidableEq ι] in
/-- Putting a mode in front of the list encloses the string between its creator and its
annihilator. -/
theorem normalString_cons (a ad : ι → R) (i : ι) (t : List ι) :
    normalString a ad (i :: t) = ad i * normalString a ad t * a i := by
  simp [normalString, mul_assoc]

/-- Under the anticommutation relations, moving an annihilator to the left through a number
operator costs a term only if the modes coincide. -/
theorem number_mul_ann {a ad : ι → R} (h : CAR a ad) (i j : ι) :
    numberOp a ad j * a i =
      a i * numberOp a ad j - (if i = j then 1 else 0) * a j := by
  have h1 := h.ann i j
  rw [← h.mixed i j]
  unfold numberOp
  linear_combination (norm := noncomm_ring) ad j * h1

/-- Under the anticommutation relations, the product of the number operators of distinct
modes equals their normal-ordered string. -/
theorem prod_number_eq_normalString {a ad : ι → R} (h : CAR a ad)
    (l : List ι) (hl : l.Nodup) :
    (l.map (numberOp a ad)).prod = normalString a ad l := by
  induction l with
  | nil => simp [normalString]
  | cons i t ih =>
    obtain ⟨hi, ht⟩ := List.nodup_cons.mp hl
    -- the annihilator of the new mode passes through all other number operators
    have hc : Commute (a i) (t.map (numberOp a ad)).prod := by
      apply Commute.list_prod_right
      intro x hx
      obtain ⟨j, hj, rfl⟩ := List.mem_map.mp hx
      have hij : i ≠ j := fun e => hi (e ▸ hj)
      have hn := number_mul_ann h i j
      rw [if_neg hij, zero_mul, sub_zero] at hn
      exact hn.symm
    rw [normalString_cons, ← ih ht, List.map_cons, List.prod_cons, numberOp,
      mul_assoc, hc.eq, mul_assoc]

/-- Pauli exclusion: under the anticommutation relations, in a ring without 2-torsion, a
normal-ordered string with a repeated mode vanishes. -/
theorem normalString_eq_zero {a ad : ι → R} (h : CAR a ad)
    (h2 : ∀ x : R, x + x = 0 → x = 0) (l : List ι) (hl : ¬ l.Nodup) :
    normalString a ad l = 0 := by
  -- a creator kills every product of creators that already contains it
  have kill : ∀ (i : ι) (t : List ι), i ∈ t → ad i * (t.map ad).prod = 0 := by
    intro i t hi
    induction t with
    | nil => simp at hi
    | cons j s ih =>
      rw [List.map_cons, List.prod_cons, ← mul_assoc]
      by_cases hij : i = j
      · rw [← hij, h2 _ (h.cre i i), zero_mul]
      · have hs : i ∈ s := (List.mem_cons.mp hi).resolve_left hij
        rw [eq_neg_of_add_eq_zero_left (h.cre i j), neg_mul, mul_assoc, ih hs,
          mul_zero, neg_zero]
  have hz : (l.map ad).prod = 0 := by
    induction l with
    | nil => simp at hl
    | cons i t ih =>
      rw [List.map_cons, List.prod_cons]
      by_cases hi : i ∈ t
      · exact kill i t hi
      · rw [ih (fun ht => hl (List.nodup_cons.mpr ⟨hi, ht⟩)), mul_zero]
  rw [normalString, hz, zero_mul]

/-- Under the anticommutation relations for finitely many modes, an annihilator lowers the
total number by one: `N a_i = a_i (N - 1)`. -/
theorem total_mul_ann [Fintype ι] {a ad : ι → R} (h : CAR a ad) (i : ι) :
    totalNumber a ad * a i = a i * (totalNumber a ad - 1) := by
  rw [totalNumber, Finset.sum_mul,
    Finset.sum_congr rfl (fun j _ => number_mul_ann h i j),
    Finset.sum_sub_distrib, ← Finset.mul_sum, mul_sub, mul_one]
  simp

/-- Under the anticommutation relations for finitely many modes, the normal-ordered strings
summed over all `k`-tuples of modes give `N (N - 1) ⋯ (N - k + 1)`. -/
theorem sum_normalString [Fintype ι] {a ad : ι → R} (h : CAR a ad) (k : ℕ) :
    ∑ f : Fin k → ι, normalString a ad (List.ofFn f) =
      ((List.range k).map (fun j : ℕ => totalNumber a ad - (j : R))).prod := by
  -- an annihilator shifts every factor by one
  have shift : ∀ (i : ι) (l : List ℕ),
      (l.map (fun j : ℕ => totalNumber a ad - (j : R))).prod * a i =
        a i * (l.map (fun j : ℕ => totalNumber a ad - ((j + 1 : ℕ) : R))).prod := by
    intro i l
    induction l with
    | nil => simp
    | cons j t ih =>
      have step : (totalNumber a ad - (j : R)) * a i =
          a i * (totalNumber a ad - ((j + 1 : ℕ) : R)) := by
        rw [sub_mul, total_mul_ann h i, (Nat.cast_commute j (a i)).eq, Nat.cast_add,
          Nat.cast_one]
        simp only [mul_sub, mul_add, mul_one]
        abel
      simp only [List.map_cons, List.prod_cons]
      rw [mul_assoc, ih, ← mul_assoc, step, mul_assoc]
  induction k with
  | zero => simp [normalString]
  | succ k ih =>
    calc ∑ f : Fin (k + 1) → ι, normalString a ad (List.ofFn f)
        = ∑ i, ∑ f : Fin k → ι, ad i * normalString a ad (List.ofFn f) * a i := by
          rw [← (Fin.consEquiv (fun _ : Fin (k + 1) => ι)).sum_comp,
            Fintype.sum_prod_type]
          refine Finset.sum_congr rfl fun i _ => Finset.sum_congr rfl fun f _ => ?_
          simp [Fin.consEquiv, List.ofFn_succ, normalString_cons]
      _ = ∑ i, numberOp a ad i * ((List.range k).map
            (fun j : ℕ => totalNumber a ad - ((j + 1 : ℕ) : R))).prod := by
          refine Finset.sum_congr rfl fun i _ => ?_
          rw [← Finset.sum_mul, ← Finset.mul_sum, ih, mul_assoc, shift i, ← mul_assoc,
            numberOp]
      _ = _ := by
          rw [← Finset.sum_mul, List.range_succ_eq_map]
          simp [totalNumber, Function.comp_def]

/-- Under the anticommutation relations for finitely many modes, the two-body strings
`a_i† a_j† a_j a_i` summed over all pairs of modes give `N (N - 1)`. -/
theorem sum_pairs [Fintype ι] {a ad : ι → R} (h : CAR a ad) :
    ∑ i, ∑ j, ad i * ad j * a j * a i =
      totalNumber a ad * (totalNumber a ad - 1) := by
  have inner_sum : ∀ i, ∑ j, ad i * ad j * a j * a i =
      numberOp a ad i * (totalNumber a ad - 1) := by
    intro i
    rw [numberOp, mul_assoc, ← total_mul_ann h i, totalNumber, Finset.sum_mul,
      Finset.mul_sum]
    refine Finset.sum_congr rfl fun j _ => ?_
    simp only [numberOp, mul_assoc]
  simp only [inner_sum, ← Finset.sum_mul, totalNumber]

/-- The Jordan–Wigner annihilators of two modes, in the basis `00, 01, 10, 11` of
occupation numbers. -/
def jordanWigner : Fin 2 → Matrix (Fin 4) (Fin 4) ℤ :=
  ![!![0, 0, 1, 0; 0, 0, 0, 1; 0, 0, 0, 0; 0, 0, 0, 0],
    !![0, 1, 0, 0; 0, 0, 0, 0; 0, 0, 0, -1; 0, 0, 0, 0]]

/-- The two Jordan–Wigner matrices and their transposes satisfy the canonical
anticommutation relations. -/
theorem CAR_witness : CAR jordanWigner (fun i => (jordanWigner i)ᵀ) where
  ann := by decide +kernel
  cre := by decide +kernel
  mixed := by decide +kernel

/-- For the Jordan–Wigner matrices, the product of number operators and the normal-ordered
string differ when mode `0` is listed twice. -/
theorem repeated_mode_ne :
    (([0, 0] : List (Fin 2)).map
      (numberOp jordanWigner (fun i => (jordanWigner i)ᵀ))).prod ≠
      normalString jordanWigner (fun i => (jordanWigner i)ᵀ) [0, 0] := by
  decide +kernel

end NumberOperatorStrings
```

```lean
#print axioms NumberOperatorStrings.prod_number_eq_normalString
#print axioms NumberOperatorStrings.sum_normalString
#print axioms NumberOperatorStrings.sum_pairs
#print axioms NumberOperatorStrings.repeated_mode_ne
```

```
'NumberOperatorStrings.prod_number_eq_normalString' depends on axioms: [propext, Quot.sound]
'NumberOperatorStrings.sum_normalString' depends on axioms: [propext, Classical.choice, Quot.sound]
'NumberOperatorStrings.sum_pairs' depends on axioms: [propext, Classical.choice, Quot.sound]
'NumberOperatorStrings.repeated_mode_ne' depends on axioms: [propext, Classical.choice, Quot.sound]
```

## Modes as indices, operators as ring elements

The type `ι` labels the modes, for instance spin orbitals, and `R` is any ring. The families `a` and `ad` hold the annihilators and creators. `CAR a ad` is the hypothesis that they obey the three relations, which encode fermionic statistics and an orthonormal set of modes. Nothing requires `ad i` to be the adjoint of `a i`, and no vacuum or Hilbert space appears.

`normalString` is the explicit product in the claim, with `l.reverse` fixing the order of the annihilators. It is not a normal-ordering operation on arbitrary products, and no contractions enter.

`prod_number_eq_normalString` is the requested identity, with `l.Nodup` saying that the modes are distinct. It allows infinitely many modes; only the results about `totalNumber` need `Fintype ι`. In `sum_normalString`, a function `f : Fin k → ι` is a $k$-tuple, repetitions included.

In electronic structure with a finite spin-orbital basis, the expectation values of these strings are, up to the normalisation convention, the diagonal elements of the $k$-particle reduced density matrix, and the sum rule fixes its trace for a state of definite particle number.

A common slip is to write the annihilators in the same order as the creators. For two distinct modes this flips the sign: $a_i^\dagger a_j^\dagger a_i a_j=-n_i n_j$. In Lean, the same slip would be `l.map a` in place of `l.reverse.map a`.

## From the commutator to the sum rule

In `number_mul_ann`, $\delta_{ij}$ is first replaced by the mixed anticommutator. The two sides then differ by $a_j^\dagger\{a_i,a_j\}$, which is what `linear_combination` cancels.

The main theorem is an induction on the list. `Commute.list_prod_right` reduces `hc`, the passage of $a_i$ through the whole product, to one factor at a time. `normalString_cons` then supplies the enclosing creator and annihilator.

In `normalString_eq_zero`, the auxiliary claim `kill` moves a creator through the list until it meets its copy.

`total_mul_ann` sums the one-mode identity. Inside `sum_normalString`, `shift` carries $a_i$ through all factors, lowering each by one, and `Fin.consEquiv` splits a $(k+1)$-tuple into its first mode and the rest. `sum_pairs` does the pair case directly.

Finally, `CAR_witness` verifies the relations for two Jordan–Wigner modes by evaluating integer matrices. `repeated_mode_ne` uses the same matrices to show that the identity fails for the list `[0, 0]`: there $n_0n_0=n_0\neq0$, while the string is zero.
